# Irreducible complex multiplets of a finite group have dimension at most the index of any abelian subgroup

## Assigning a symmetry label to a computed level

After a Hamiltonian has been diagonalised, its eigenvalues are grouped into levels and each level is given a symmetry label. Before a level is assigned to a single irreducible representation of a finite symmetry group G, its degeneracy can be compared with a number that needs no character table. Choose an abelian subgroup A and count its cosets. This number is the index [G:A], and every multiplet W that is irreducible over the complex numbers satisfies

dim W ≤ [G:A].

A level with a larger finite degeneracy is therefore not one multiplet of G. Either the Hamiltonian has more symmetry than G, which can be time reversal, or multiplets of G coincide in energy by accident; the bound does not say which. A non-degenerate level is always one multiplet, but a degenerate level within the bound can still consist of several. In electronic-structure work the test applies to one-electron and many-electron levels alike, provided that the model Hamiltonian commutes exactly with a finite group of linear operations.

## Multiplets and levels as Lean objects

The states form a complex vector space `V`, possibly infinite-dimensional. The symmetry action is `ρ : Representation ℂ G V`, which gives each operation g a linear operator `ρ g` and respects products. For half-integer spin, the rotation operators respect products of point-group operations only up to sign, so G is taken to be the double group. Time reversal is antiunitary and so is not one of these operators. The two-dimensional label E in character tables of the abelian group C₃ stands for a pair of complex-conjugate one-dimensional multiplets, and counts here as two.

`Stable ρ W` says that every operation maps the subspace W into itself. `IsMultiplet ρ W` says that W is non-zero and stable, and that its only stable subspaces are zero and W. Taking W to be all of V gives an irreducible representation.

The main theorem, `finrank_le_index`, takes a finite group, a multiplet W and a subgroup A whose elements commute, and concludes `finrank ℂ W ≤ A.index`. The finite dimension of W is proved, not assumed. A companion theorem, `finrank_le_index_of_finiteIndex`, allows an infinite G if A has finite index and W is finite-dimensional. A space group with its translation subgroup is of this kind.

In `level_reducible`, the Hamiltonian `H` is a linear operator defined on all of `V` that commutes with every `ρ g`, and a level is its eigenspace at `E`. Self-adjointness isn't required, and unbounded operators with a restricted domain are not modelled. Since `finrank` is zero for an infinite-dimensional space, the hypothesis `hdeg` also makes the degeneracy finite. The conclusion is that the level contains a non-zero, strictly smaller stable subspace.

## One shared eigenvector and one image per coset

**A shared eigenvector.** Let W be non-zero, finite-dimensional and stable under A. If every ρ(a) with a in A is a scalar on W, any non-zero vector of W is a common eigenvector. Otherwise some ρ(a) is not a scalar on W. Over the complex numbers it has an eigenvalue c there, and the space

U = {w in W : ρ(a)w = c w}

is non-zero and smaller than W. For b in A and w in U,

ρ(a)ρ(b)w = ρ(ab)w = ρ(ba)w = ρ(b)ρ(a)w = c ρ(b)w,

so U is again stable under A. Repeat the argument with U in place of W. The dimension falls each time, so the process ends with a common eigenvector.

**Images span a multiplet.** Let W be a multiplet and v a non-zero vector in it. The span of all ρ(g)v lies in W and contains v. It is stable, because

ρ(h)ρ(g)v = ρ(hg)v.

By irreducibility it equals W. If G is finite, W is spanned by finitely many vectors and is finite-dimensional.

**Counting cosets.** Now let v be a common eigenvector of A in W. Choose one representative s_q in each left coset q of A. For g in the coset q there is an a in A with s_q = g a, so g = s_q a⁻¹. With ρ(a⁻¹)v = c v,

ρ(g)v = ρ(s_q)ρ(a⁻¹)v = c ρ(s_q)v.

The vectors ρ(s_q)v, one for each coset, therefore span W, and dim W ≤ [G:A]. If G itself is abelian, take A = G. The index is 1, and since W is non-zero its dimension is exactly 1.

**Levels.** If H commutes with every ρ(g) and Hw = Ew, then

Hρ(g)w = ρ(g)Hw = E ρ(g)w,

so the level is stable. If it had no non-zero, strictly smaller stable subspace, it would be a multiplet, and its degeneracy could not exceed [G:A].

## Three equivalent sites reach the bound

Number the sites 0, 1, 2 and let a permutation σ act on the amplitudes by

(σv)_m = v_n, where n = σ⁻¹(m).

The amplitudes with v_0 + v_1 + v_2 = 0 form a stable space Z of dimension 3 − 1 = 2. To see that it is irreducible, take a non-zero stable subspace U of Z and a non-zero v in U. Its amplitudes are not all equal, since equal amplitudes with zero sum all vanish. Choose i and j with v_i ≠ v_j, let τ exchange these sites, and write e_m for unit amplitude on site m. Then

(v − τv)/(v_i − v_j) = e_i − e_j

lies in U. If the site states are orthonormal, the normalised state is (e_i − e_j)/√2. Permutations carry e_i − e_j to every e_k − e_l with k ≠ l, and each w in Z is

w = w_0(e_0 − e_2) + w_1(e_1 − e_2),

because w_2 = −w_0 − w_1. Hence U = Z.

The identity and the two cyclic permutations form the alternating subgroup. It is abelian and has index 6/3 = 2, which equals dim Z.

## The complete Lean file

```lean
import Mathlib

open Module

namespace DegeneracyBound

noncomputable section

variable {G V : Type*} [Group G] [AddCommGroup V] [Module ℂ V]

/-- A subspace of states is stable if every symmetry operation maps it into itself. -/
def Stable (ρ : Representation ℂ G V) (W : Submodule ℂ V) : Prop :=
  ∀ g, ∀ w ∈ W, ρ g w ∈ W

/-- An irreducible multiplet: a non-zero stable subspace whose only stable subspaces are
zero and itself. -/
def IsMultiplet (ρ : Representation ℂ G V) (W : Submodule ℂ V) : Prop :=
  W ≠ ⊥ ∧ Stable ρ W ∧ ∀ U ≤ W, Stable ρ U → U = ⊥ ∨ U = W

/-- If every operation of an abelian subgroup preserves a non-zero finite-dimensional space of
states, these operations have a common eigenvector in it. -/
theorem exists_common_eigenvector (ρ : Representation ℂ G V) (A : Subgroup G)
    (hA : ∀ a ∈ A, ∀ b ∈ A, a * b = b * a) (W : Submodule ℂ V) [FiniteDimensional ℂ W]
    (hW : W ≠ ⊥) (hst : ∀ a ∈ A, ∀ w ∈ W, ρ a w ∈ W) :
    ∃ v ∈ W, v ≠ 0 ∧ ∀ a ∈ A, ∃ c : ℂ, ρ a v = c • v := by
  obtain ⟨n, hn⟩ : ∃ n, finrank ℂ W = n := ⟨_, rfl⟩
  induction n using Nat.strong_induction_on generalizing W with
  | _ n ih =>
    by_cases hs : ∀ a ∈ A, ∃ c : ℂ, ∀ w ∈ W, ρ a w = c • w
    · obtain ⟨v, hv, hv0⟩ := Submodule.exists_mem_ne_zero_of_ne_bot hW
      exact ⟨v, hv, hv0, fun a ha => (hs a ha).imp fun c hc => hc v hv⟩
    · -- some operation is not a scalar on W: pass to one of its eigenspaces
      push Not at hs
      obtain ⟨a, ha, hs⟩ := hs
      have : Nontrivial W := Submodule.nontrivial_iff_ne_bot.mpr hW
      obtain ⟨c, hc⟩ := Module.End.exists_eigenvalue ((ρ a).restrict (hst a ha))
      obtain ⟨x, hx⟩ := hc.exists_hasEigenvector
      have hxe : ρ a (x : V) = c • (x : V) := congrArg Subtype.val hx.apply_eq_smul
      obtain ⟨U, hmem⟩ : ∃ U : Submodule ℂ V, ∀ w, w ∈ U ↔ w ∈ W ∧ ρ a w = c • w :=
        ⟨W ⊓ Module.End.eigenspace (ρ a) c, fun w => by
          rw [Submodule.mem_inf, Module.End.mem_eigenspace_iff]⟩
      have hle : U ≤ W := fun w hw => ((hmem w).mp hw).1
      have hlt : U < W := by
        refine lt_of_le_of_ne hle fun h => ?_
        obtain ⟨w, hw, hne⟩ := hs c
        rw [← h] at hw
        exact hne ((hmem w).mp hw).2
      have hU0 : U ≠ ⊥ := by
        intro h
        have h1 := (hmem x).mpr ⟨x.2, hxe⟩
        rw [h, Submodule.mem_bot] at h1
        exact hx.2 (Subtype.ext h1)
      have : FiniteDimensional ℂ U := Submodule.finiteDimensional_of_le hle
      have hUst : ∀ b ∈ A, ∀ w ∈ U, ρ b w ∈ U := by
        intro b hb w hw
        obtain ⟨hwW, hwe⟩ := (hmem w).mp hw
        have h : ρ a (ρ b w) = ρ b (ρ a w) := by
          have h := congrArg (fun g => ρ g w) (hA a ha b hb)
          simpa only [map_mul, Module.End.mul_apply] using h
        exact (hmem _).mpr ⟨hst b hb w hwW, by rw [h, hwe, map_smul]⟩
      have hfin : finrank ℂ U < n := hn ▸ Submodule.finrank_lt_finrank_of_lt hlt
      obtain ⟨v, hv, h⟩ := ih (finrank ℂ U) hfin U hU0 hUst rfl
      exact ⟨v, hle hv, h⟩

/-- If selected images of a non-zero state of a multiplet span all its symmetry images,
then they span the multiplet. -/
theorem IsMultiplet.span_eq {ρ : Representation ℂ G V} {W : Submodule ℂ V}
    (hW : IsMultiplet ρ W) {v : V} (hv : v ∈ W) (hv0 : v ≠ 0) {ι : Type*} (s : ι → G)
    (hs : ∀ g, ρ g v ∈ Submodule.span ℂ (Set.range fun i => ρ (s i) v)) :
    Submodule.span ℂ (Set.range fun i => ρ (s i) v) = W := by
  refine (hW.2.2 _ ?_ ?_).resolve_left ?_
  · refine Submodule.span_le.mpr ?_
    rintro _ ⟨i, rfl⟩
    exact hW.2.1 (s i) v hv
  · intro g w hw
    have hle : Submodule.span ℂ (Set.range fun i => ρ (s i) v) ≤
        (Submodule.span ℂ (Set.range fun i => ρ (s i) v)).comap (ρ g) := by
      refine Submodule.span_le.mpr ?_
      rintro _ ⟨i, rfl⟩
      have h := hs (g * s i)
      rw [map_mul, Module.End.mul_apply] at h
      exact h
    exact hle hw
  · intro h
    have h1 := hs 1
    rw [h, Submodule.mem_bot, map_one, Module.End.one_apply] at h1
    exact hv0 h1

/-- Every irreducible multiplet of a finite group is finite-dimensional. -/
theorem IsMultiplet.finiteDimensional [Finite G] {ρ : Representation ℂ G V}
    {W : Submodule ℂ V} (hW : IsMultiplet ρ W) : FiniteDimensional ℂ W := by
  obtain ⟨v, hv, hv0⟩ := Submodule.exists_mem_ne_zero_of_ne_bot hW.1
  have h := hW.span_eq hv hv0 (fun g : G => g) (fun g => Submodule.subset_span ⟨g, rfl⟩)
  rw [← h]
  exact FiniteDimensional.span_of_finite ℂ (Set.finite_range _)

/-- For a possibly infinite group with an abelian subgroup of finite index, a
finite-dimensional irreducible multiplet has dimension at most that index. -/
theorem finrank_le_index_of_finiteIndex {ρ : Representation ℂ G V} {W : Submodule ℂ V}
    [FiniteDimensional ℂ W] (hW : IsMultiplet ρ W) (A : Subgroup G) [A.FiniteIndex]
    (hA : ∀ a ∈ A, ∀ b ∈ A, a * b = b * a) : finrank ℂ W ≤ A.index := by
  obtain ⟨v, hv, hv0, he⟩ :=
    exists_common_eigenvector ρ A hA W hW.1 (fun a _ => hW.2.1 a)
  -- one image of v for each coset of A is enough
  have h := hW.span_eq hv hv0 (fun q : G ⧸ A => q.out) (by
    intro g
    obtain ⟨a, ha⟩ := QuotientGroup.mk_out_eq_mul A g
    obtain ⟨c, hc⟩ := he (a : G)⁻¹ (A.inv_mem a.2)
    have hg : g = (g : G ⧸ A).out * (a : G)⁻¹ := by rw [ha, mul_inv_cancel_right]
    have hgv : ρ g v = c • ρ (g : G ⧸ A).out v := by
      calc ρ g v = ρ ((g : G ⧸ A).out * (a : G)⁻¹) v := congrArg (fun x => ρ x v) hg
        _ = c • ρ (g : G ⧸ A).out v := by
          rw [map_mul, Module.End.mul_apply, hc, map_smul]
    rw [hgv]
    exact Submodule.smul_mem _ _ (Submodule.subset_span ⟨(g : G ⧸ A), rfl⟩))
  let : Fintype (G ⧸ A) := Fintype.ofFinite _
  rw [← h, Subgroup.index, Nat.card_eq_fintype_card]
  exact finrank_range_le_card _

/-- Degeneracy bound: an irreducible multiplet of a finite group has dimension at most the
index of any abelian subgroup. -/
theorem finrank_le_index [Finite G] {ρ : Representation ℂ G V} {W : Submodule ℂ V}
    (hW : IsMultiplet ρ W) (A : Subgroup G) (hA : ∀ a ∈ A, ∀ b ∈ A, a * b = b * a) :
    finrank ℂ W ≤ A.index := by
  have := hW.finiteDimensional
  exact finrank_le_index_of_finiteIndex hW A hA

/-- Every irreducible multiplet of a finite abelian group is one-dimensional. -/
theorem finrank_eq_one_of_abelian [Finite G] (hG : ∀ a b : G, a * b = b * a)
    {ρ : Representation ℂ G V} {W : Submodule ℂ V} (hW : IsMultiplet ρ W) :
    finrank ℂ W = 1 := by
  have := hW.finiteDimensional
  have h := finrank_le_index hW ⊤ (fun a _ b _ => hG a b)
  rw [Subgroup.index_top] at h
  exact le_antisymm h (Submodule.one_le_finrank_iff.mpr hW.1)

/-- If a Hamiltonian commutes with a finite group and a level has finite degeneracy above the
index of an abelian subgroup, the level contains a non-zero, strictly smaller stable subspace. -/
theorem level_reducible [Finite G] (ρ : Representation ℂ G V) (H : Module.End ℂ V)
    (hH : ∀ g, H * ρ g = ρ g * H) (E : ℂ) (A : Subgroup G)
    (hA : ∀ a ∈ A, ∀ b ∈ A, a * b = b * a)
    (hdeg : A.index < finrank ℂ (Module.End.eigenspace H E)) :
    ∃ U : Submodule ℂ V, U ≠ ⊥ ∧ U < Module.End.eigenspace H E ∧ Stable ρ U := by
  by_contra hno
  refine not_le_of_gt hdeg (finrank_le_index (ρ := ρ) ⟨?_, ?_, ?_⟩ A hA)
  · intro h
    rw [h, finrank_bot] at hdeg
    omega
  · -- symmetry operations preserve the energy
    intro g w hw
    rw [Module.End.mem_eigenspace_iff] at hw ⊢
    have h := LinearMap.congr_fun (hH g) w
    rw [Module.End.mul_apply, Module.End.mul_apply, hw, map_smul] at h
    exact h
  · intro U hU hs
    by_contra hc
    rw [not_or] at hc
    exact hno ⟨U, hc.1, lt_of_le_of_ne hU hc.2, hs⟩

/-- Permutations of three equivalent sites acting on the site amplitudes. -/
def siteRep : Representation ℂ (Equiv.Perm (Fin 3)) (Fin 3 → ℂ) where
  toFun σ := LinearMap.funLeft ℂ ℂ (⇑(σ⁻¹))
  map_one' := LinearMap.ext fun _ => rfl
  map_mul' _ _ := LinearMap.ext fun _ => rfl

/-- The sum of the three site amplitudes. -/
def total : (Fin 3 → ℂ) →ₗ[ℂ] ℂ where
  toFun v := v 0 + v 1 + v 2
  map_add' v w := by simp only [Pi.add_apply]; ring
  map_smul' c v := by simp only [Pi.smul_apply, smul_eq_mul, RingHom.id_apply]; ring

/-- The site amplitudes with zero sum form an irreducible multiplet of the permutations of
three sites. -/
theorem zeroSum_isMultiplet : IsMultiplet siteRep (LinearMap.ker total) := by
  refine ⟨?_, ?_, ?_⟩
  · intro h
    have hm : (![1, -1, 0] : Fin 3 → ℂ) ∈ LinearMap.ker total := by
      simp [LinearMap.mem_ker, total]
    rw [h, Submodule.mem_bot] at hm
    simpa using congrFun hm 0
  · intro σ v hv
    have hs := Equiv.sum_comp (σ⁻¹ : Equiv.Perm (Fin 3)) v
    simp only [Fin.sum_univ_three] at hs
    exact LinearMap.mem_ker.mpr (hs.trans (LinearMap.mem_ker.mp hv))
  · intro U hU hst
    refine or_iff_not_imp_left.mpr fun h0 => le_antisymm hU ?_
    obtain ⟨v, hv, hv0⟩ := Submodule.exists_mem_ne_zero_of_ne_bot h0
    have hsum : v 0 + v 1 + v 2 = 0 := hU hv
    obtain ⟨i, j, hij⟩ : ∃ i j, v i ≠ v j := by
      by_contra hc
      push Not at hc
      refine hv0 (funext fun k => ?_)
      change v k = 0
      linear_combination (hsum - hc 0 k - hc 1 k - hc 2 k) / 3
    have hne : i ≠ j := fun h => hij (congrArg v h)
    have hsub := sub_ne_zero.mpr hij
    -- antisymmetrising in two sites isolates a difference of unit amplitudes on them
    have hd : (fun m => if m = i then (1 : ℂ) else if m = j then -1 else 0) ∈ U := by
      have h := U.smul_mem (v i - v j)⁻¹ (U.sub_mem hv (hst (Equiv.swap i j) v hv))
      convert h using 1
      funext k
      change (if k = i then (1 : ℂ) else if k = j then -1 else 0) =
        (v i - v j)⁻¹ * (v k - v (Equiv.swap i j k))
      by_cases hki : k = i
      · rw [hki, Equiv.swap_apply_left, if_pos rfl, inv_mul_cancel₀ hsub]
      · by_cases hkj : k = j
        · rw [hkj, Equiv.swap_apply_right, if_neg hne.symm, if_pos rfl]
          linear_combination inv_mul_cancel₀ hsub
        · rw [Equiv.swap_apply_of_ne_of_ne hki hkj, if_neg hki, if_neg hkj, sub_self,
            mul_zero]
    have htrans : ∀ i j k l : Fin 3, i ≠ j → k ≠ l →
        (Equiv.swap (Equiv.swap i k j) l * Equiv.swap i k) i = k ∧
        (Equiv.swap (Equiv.swap i k j) l * Equiv.swap i k) j = l := by decide
    -- permutations carry this difference to every other pair of sites
    have hall : ∀ k l : Fin 3, k ≠ l →
        (fun m => if m = k then (1 : ℂ) else if m = l then -1 else 0) ∈ U := by
      intro k l hkl
      obtain ⟨σ, h1, h2⟩ : ∃ σ : Equiv.Perm (Fin 3), σ i = k ∧ σ j = l :=
        ⟨_, htrans i j k l hne hkl⟩
      convert hst σ _ hd using 1
      funext m
      change (if m = k then (1 : ℂ) else if m = l then -1 else 0) =
        if σ⁻¹ m = i then (1 : ℂ) else if σ⁻¹ m = j then -1 else 0
      simp only [Equiv.Perm.inv_eq_iff_eq, h1, h2]
    intro w hw
    have hw' : w 0 + w 1 + w 2 = 0 := hw
    have h := U.add_mem (U.smul_mem (w 0) (hall 0 2 (by decide)))
      (U.smul_mem (w 1) (hall 1 2 (by decide)))
    convert h using 1
    funext m
    fin_cases m
    · simp
    · simp
    · simp
      linear_combination hw'

/-- For permutations of three sites the alternating subgroup is abelian, and its index and the
dimension of the space of zero-sum amplitudes are both two. Together with `zeroSum_isMultiplet`,
this shows that the bound is attained. -/
theorem bound_sharp :
    (∀ a ∈ alternatingGroup (Fin 3), ∀ b ∈ alternatingGroup (Fin 3), a * b = b * a) ∧
    (alternatingGroup (Fin 3)).index = 2 ∧ finrank ℂ (LinearMap.ker total) = 2 := by
  refine ⟨?_, alternatingGroup.index_eq_two, ?_⟩
  · simp only [Equiv.Perm.mem_alternatingGroup]
    decide
  · have h := LinearMap.finrank_range_add_finrank_ker total
    have hr : LinearMap.range total = ⊤ :=
      LinearMap.range_eq_top.mpr fun c => ⟨![c, 0, 0], by simp [total]⟩
    rw [hr, finrank_top, Module.finrank_self, Module.finrank_fin_fun] at h
    omega

end

end DegeneracyBound
```

```lean
#print axioms DegeneracyBound.finrank_le_index_of_finiteIndex
-- 'DegeneracyBound.finrank_le_index_of_finiteIndex' depends on axioms: [propext, Classical.choice, Quot.sound]
#print axioms DegeneracyBound.finrank_eq_one_of_abelian
-- 'DegeneracyBound.finrank_eq_one_of_abelian' depends on axioms: [propext, Classical.choice, Quot.sound]
#print axioms DegeneracyBound.zeroSum_isMultiplet
-- 'DegeneracyBound.zeroSum_isMultiplet' depends on axioms: [propext, Classical.choice, Quot.sound]
#print axioms DegeneracyBound.bound_sharp
-- 'DegeneracyBound.bound_sharp' depends on axioms: [propext, Classical.choice, Quot.sound]
```

## Induction, spanning and cosets in the code

`exists_common_eigenvector` runs a strong induction on the dimension, with W left free to change. The `by_cases` line separates the scalar case. In the other case `Module.End.exists_eigenvalue` is applied to the operator restricted to W. The facts `hlt`, `hU0` and `hUst` say that U is smaller, non-zero and stable under A, which is what the induction hypothesis `ih` needs.

`IsMultiplet.span_eq` handles spanning for any selected family `s` of operations whose images of v span all the others. Its three goals are that the span lies in W, is stable and is non-zero. `IsMultiplet.finiteDimensional` uses it with every group element selected.

In `finrank_le_index_of_finiteIndex` the selected operations are the coset representatives `q.out`. The `calc` block is the calculation of ρ(g)v above, and `finrank_range_le_card` bounds the dimension of the span by the number of cosets. `finrank_le_index` then supplies finite dimension for a finite group, and `finrank_eq_one_of_abelian` takes the whole group as A.

`level_reducible` argues by contradiction: without a non-zero, strictly smaller stable subspace, the eigenspace meets the three conditions of `IsMultiplet`, and the bound contradicts `hdeg`.

For the three sites, `siteRep` is the permutation action and Z is the kernel of `total`. In `zeroSum_isMultiplet`, `hd` is the antisymmetrisation step and `hall` moves the difference to every pair of sites. The permutation needed for this is given explicitly in `htrans` and checked over all cases by `decide`. The last lines expand w as above. In `bound_sharp`, `decide` checks that the alternating subgroup is abelian, and rank–nullity gives the dimension 2.
